# Bilinear exchange of two spins 1/2 preserves the sector of zero magnetization exactly when Jxz, Jyz, Jzx and Jzy vanish

Two spins 1/2 interact only through the bilinear exchange S1 · J S2, where J is any real 3 × 3 tensor and ħ = 1. The theorem `zero_sector_iff` says that this Hamiltonian maps the kernel of S1z + S2z into itself if and only if Jxz, Jyz, Jzx and Jzy are all zero; the state vectors need not be normalised. For the forward direction, the proof applies the Hamiltonian to up-down and to down-up, and reads the four conditions from the real and imaginary parts of the up-up amplitudes. For the converse, it shows that a vector in the sector has no up-up or down-down amplitude, then checks the four components of the result.

This version doesn't compile in Lean 4 with Mathlib:

```lean
import Mathlib

open Matrix
open scoped Kronecker

namespace ZeroSectorIff

noncomputable section

/-- The spin-1/2 operators `Sx, Sy, Sz` (labels 0, 1, 2) in the basis up, down, with `ħ = 1`. -/
def spin : Fin 3 → Matrix (Fin 2) (Fin 2) ℂ :=
  ![!![0, 1/2; 1/2, 0], !![0, -Complex.I/2; Complex.I/2, 0], !![1/2, 0; 0, -1/2]]

/-- The bilinear exchange Hamiltonian `S1 · J S2` of two spins 1/2 with a real tensor `J`. -/
def exchange (J : Matrix (Fin 3) (Fin 3) ℝ) : Matrix (Fin 2 × Fin 2) (Fin 2 × Fin 2) ℂ :=
  ∑ a, ∑ b, (J a b : ℂ) • (spin a ⊗ₖ spin b)

/-- The total magnetization `S1z + S2z`. -/
def totalSz : Matrix (Fin 2 × Fin 2) (Fin 2 × Fin 2) ℂ :=
  spin 2 ⊗ₖ 1 + 1 ⊗ₖ spin 2

/-- Matrix elements of the exchange Hamiltonian in the product basis. -/
theorem exchange_apply (J : Matrix (Fin 3) (Fin 3) ℝ) (i j k l : Fin 2) :
    exchange J (i, j) (k, l) = ∑ a, ∑ b, (J a b : ℂ) * (spin a i k * spin b j l) := by
  simp [exchange, Matrix.sum_apply, Matrix.kroneckerMap_apply]

/-- The total magnetization is diagonal in the product basis: each amplitude is multiplied by
the sum of the two spin projections. -/
theorem totalSz_mulVec (ψ : Fin 2 × Fin 2 → ℂ) (p : Fin 2 × Fin 2) :
    (totalSz *ᵥ ψ) p = (spin 2 p.1 p.1 + spin 2 p.2 p.2) * ψ p := by
  have h : totalSz = Matrix.diagonal (fun p => spin 2 p.1 p.1 + spin 2 p.2 p.2) := by
    ext ⟨i, j⟩ ⟨k, l⟩
    fin_cases i <;> fin_cases j <;> fin_cases k <;> fin_cases l <;>
      simp [totalSz, spin, Matrix.kroneckerMap_apply]
  rw [h, Matrix.mulVec_diagonal]

/-- `H` maps the sector of zero magnetization into itself exactly when the four components
`Jxz, Jyz, Jzx, Jzy` vanish. -/
theorem zero_sector_iff (J : Matrix (Fin 3) (Fin 3) ℝ) :
    (∀ ψ : Fin 2 × Fin 2 → ℂ, totalSz *ᵥ ψ = 0 → totalSz *ᵥ (exchange J *ᵥ ψ) = 0) ↔
      J 0 2 = 0 ∧ J 1 2 = 0 ∧ J 2 0 = 0 ∧ J 2 1 = 0 := by
  have s0 : spin 2 0 0 = 1 / 2 := by simp [spin]
  have s1 : spin 2 1 1 = -1 / 2 := by simp [spin]
  constructor
  · intro h
    -- amplitudes that leak from up-down and from down-up into up-up
    have a1 : exchange J (0, 0) (0, 1) = (J 2 0 - J 2 1 * Complex.I) / 4 := by
      rw [exchange_apply]
      simp [spin, Fin.sum_univ_three]
      ring
    have a2 : exchange J (0, 0) (1, 0) = (J 0 2 - J 1 2 * Complex.I) / 4 := by
      rw [exchange_apply]
      simp [spin, Fin.sum_univ_three]
      ring
    have k1 : totalSz *ᵥ (Pi.single (0, 1) 1) = 0 := by
      ext ⟨i, j⟩
      rw [totalSz_mulVec]
      fin_cases i <;> fin_cases j <;> norm_num [spin, Pi.single_apply]
    have k2 : totalSz *ᵥ (Pi.single (1, 0) 1) = 0 := by
      ext ⟨i, j⟩
      rw [totalSz_mulVec]
      fin_cases i <;> fin_cases j <;> norm_num [spin, Pi.single_apply]
    have e1 := congrFun (h _ k1) (0, 0)
    have e2 := congrFun (h _ k2) (0, 0)
    rw [totalSz_mulVec, Matrix.mulVec_single_one, Matrix.col_apply] at e1 e2
    simp only [s0, a1, Pi.zero_apply] at e1
    simp only [s0, a2, Pi.zero_apply] at e2
    have f1 : (J 2 0 : ℂ) - J 2 1 * Complex.I = 0 := by linear_combination 4 * e1
    have f2 : (J 0 2 : ℂ) - J 1 2 * Complex.I = 0 := by linear_combination 4 * e2
    have r1 := congrArg Complex.re f1
    have i1 := congrArg Complex.im f1
    have r2 := congrArg Complex.re f2
    have i2 := congrArg Complex.im f2
    simp at r1 i1 r2 i2
    exact ⟨r2, i2, r1, i1⟩
  · rintro ⟨h1, h2, h3, h4⟩ ψ hψ
    have e0 := congrFun hψ (0, 0)
    have e1 := congrFun hψ (1, 1)
    rw [totalSz_mulVec] at e0 e1
    simp only [s0, Pi.zero_apply] at e0
    simp only [s1, Pi.zero_apply] at e1
    have z0 : ψ (0, 0) = 0 := by linear_combination e0
    have z1 : ψ (1, 1) = 0 := by linear_combination -e1
    ext ⟨i, j⟩
    rw [totalSz_mulVec]
    fin_cases i <;> fin_cases j <;>
      simp [Matrix.mulVec, dotProduct, Fintype.sum_prod_type, Fin.sum_univ_two,
        exchange_apply, spin, Fin.sum_univ_three, h1, h2, h3, h4, z0, z1]

end

end ZeroSectorIff
```

Lean reports:

```
Main.lean:55:53: error: unsolved goals
case «0».«1»
J : Matrix (Fin 3) (Fin 3) ℝ
s0 : spin 2 0 0 = 1 / 2
s1 : spin 2 1 1 = -1 / 2
h : ∀ (ψ : Fin 2 × Fin 2 → ℂ), totalSz *ᵥ ψ = 0 → totalSz *ᵥ exchange J *ᵥ ψ = 0
a1 : exchange J (0, 0) (0, 1) = (↑(J 2 0) - ↑(J 2 1) * Complex.I) / 4
a2 : exchange J (0, 0) (1, 0) = (↑(J 0 2) - ↑(J 1 2) * Complex.I) / 4
⊢ ![!![0, 1 / 2; 1 / 2, 0], !![0, -Complex.I / 2; Complex.I / 2, 0], !![1 / 2, 0; 0, -(1 / 2)]] 2 0 0 +
      ![!![0, 1 / 2; 1 / 2, 0], !![0, -Complex.I / 2; Complex.I / 2, 0], !![1 / 2, 0; 0, -(1 / 2)]] 2 1 1 =
    0
Main.lean:59:53: error: unsolved goals
case «1».«0»
J : Matrix (Fin 3) (Fin 3) ℝ
s0 : spin 2 0 0 = 1 / 2
s1 : spin 2 1 1 = -1 / 2
h : ∀ (ψ : Fin 2 × Fin 2 → ℂ), totalSz *ᵥ ψ = 0 → totalSz *ᵥ exchange J *ᵥ ψ = 0
a1 : exchange J (0, 0) (0, 1) = (↑(J 2 0) - ↑(J 2 1) * Complex.I) / 4
a2 : exchange J (0, 0) (1, 0) = (↑(J 0 2) - ↑(J 1 2) * Complex.I) / 4
k1 : totalSz *ᵥ Pi.single (0, 1) 1 = 0
⊢ ![!![0, 1 / 2; 1 / 2, 0], !![0, -Complex.I / 2; Complex.I / 2, 0], !![1 / 2, 0; 0, -(1 / 2)]] 2 1 1 +
      ![!![0, 1 / 2; 1 / 2, 0], !![0, -Complex.I / 2; Complex.I / 2, 0], !![1 / 2, 0; 0, -(1 / 2)]] 2 0 0 =
    0
Main.lean:76:2: error: unsolved goals
case mpr.«0».«1»
J : Matrix (Fin 3) (Fin 3) ℝ
s0 : spin 2 0 0 = 1 / 2
s1 : spin 2 1 1 = -1 / 2
h1 : J 0 2 = 0
h2 : J 1 2 = 0
h3 : J 2 0 = 0
h4 : J 2 1 = 0
ψ : Fin 2 × Fin 2 → ℂ
hψ : totalSz *ᵥ ψ = 0
e0 : (1 / 2 + 1 / 2) * ψ (0, 0) = 0
e1 : (-1 / 2 + -1 / 2) * ψ (1, 1) = 0
z0 : ψ (0, 0) = 0
z1 : ψ (1, 1) = 0
⊢ 2⁻¹ + -1 / 2 = 0 ∨
    ↑(J 2 2) * (2⁻¹ * (-1 / 2)) * ψ (0, 1) +
        (↑(J 0 0) * (2⁻¹ * 2⁻¹) + ↑(J 0 1) * (2⁻¹ * (Complex.I / 2)) +
            (↑(J 1 0) * (-Complex.I / 2 * 2⁻¹) + ↑(J 1 1) * (-Complex.I / 2 * (Complex.I / 2)))) *
          ψ (1, 0) =
      0

case mpr.«1».«0»
J : Matrix (Fin 3) (Fin 3) ℝ
s0 : spin 2 0 0 = 1 / 2
s1 : spin 2 1 1 = -1 / 2
h1 : J 0 2 = 0
h2 : J 1 2 = 0
h3 : J 2 0 = 0
h4 : J 2 1 = 0
ψ : Fin 2 × Fin 2 → ℂ
hψ : totalSz *ᵥ ψ = 0
e0 : (1 / 2 + 1 / 2) * ψ (0, 0) = 0
e1 : (-1 / 2 + -1 / 2) * ψ (1, 1) = 0
z0 : ψ (0, 0) = 0
z1 : ψ (1, 1) = 0
⊢ -1 / 2 + 2⁻¹ = 0 ∨
    (↑(J 0 0) * (2⁻¹ * 2⁻¹) + ↑(J 0 1) * (2⁻¹ * (-Complex.I / 2)) +
            (↑(J 1 0) * (Complex.I / 2 * 2⁻¹) + ↑(J 1 1) * (Complex.I / 2 * (-Complex.I / 2)))) *
          ψ (0, 1) +
        ↑(J 2 2) * (-1 / 2 * 2⁻¹) * ψ (1, 0) =
      0
```

Diagnosis. The first two messages come from `k1` and `k2`, which say that up-down and down-up have zero magnetization. `norm_num` unfolds `spin` but does not read the entries out of the resulting literal, so it never reaches the sum 1/2 − 1/2. The repair passes it the known values `s0` and `s1` instead of the definition, which leaves only arithmetic. Gathering the two parallel arguments into `key` is tidying, and the new `linear_combination` calls for `f1` and `f2` follow from it.

The third message shows two goals left by the final `simp`, for the up-down and down-up components. Each says that a product vanishes, which `simp` has turned into an "or": either the sum of the spin projections is zero, or the amplitude is. The first alternative is true, but `simp` leaves `2⁻¹ + -1 / 2 = 0` unevaluated. The added `exact Or.inl (by norm_num)` chooses that alternative and does the sum.

The change, after which it compiles:

```diff
@@ -53,19 +53,21 @@
       simp [spin, Fin.sum_univ_three]
       ring
-    have k1 : totalSz *ᵥ (Pi.single (0, 1) 1) = 0 := by
-      ext ⟨i, j⟩
-      rw [totalSz_mulVec]
-      fin_cases i <;> fin_cases j <;> norm_num [spin, Pi.single_apply]
-    have k2 : totalSz *ᵥ (Pi.single (1, 0) 1) = 0 := by
-      ext ⟨i, j⟩
-      rw [totalSz_mulVec]
-      fin_cases i <;> fin_cases j <;> norm_num [spin, Pi.single_apply]
-    have e1 := congrFun (h _ k1) (0, 0)
-    have e2 := congrFun (h _ k2) (0, 0)
-    rw [totalSz_mulVec, Matrix.mulVec_single_one, Matrix.col_apply] at e1 e2
-    simp only [s0, a1, Pi.zero_apply] at e1
-    simp only [s0, a2, Pi.zero_apply] at e2
-    have f1 : (J 2 0 : ℂ) - J 2 1 * Complex.I = 0 := by linear_combination 4 * e1
-    have f2 : (J 0 2 : ℂ) - J 1 2 * Complex.I = 0 := by linear_combination 4 * e2
+    have key : ∀ q : Fin 2 × Fin 2, spin 2 q.1 q.1 + spin 2 q.2 q.2 = 0 →
+        exchange J (0, 0) q = 0 := by
+      intro q hq
+      have k : totalSz *ᵥ (Pi.single q 1) = 0 := by
+        ext p
+        rw [totalSz_mulVec]
+        by_cases hp : p = q
+        · simp [hp, hq]
+        · simp [hp]
+      have e := congrFun (h _ k) (0, 0)
+      rw [totalSz_mulVec, Matrix.mulVec_single_one, Matrix.col_apply] at e
+      simp only [s0, Pi.zero_apply] at e
+      linear_combination e
+    have b1 := key (0, 1) (by norm_num [s0, s1])
+    have b2 := key (1, 0) (by norm_num [s0, s1])
+    have f1 : (J 2 0 : ℂ) - J 2 1 * Complex.I = 0 := by linear_combination 4 * b1 - 4 * a1
+    have f2 : (J 0 2 : ℂ) - J 1 2 * Complex.I = 0 := by linear_combination 4 * b2 - 4 * a2
     have r1 := congrArg Complex.re f1
     have i1 := congrArg Complex.im f1
@@ -86,5 +88,6 @@
     fin_cases i <;> fin_cases j <;>
       simp [Matrix.mulVec, dotProduct, Fintype.sum_prod_type, Fin.sum_univ_two,
-        exchange_apply, spin, Fin.sum_univ_three, h1, h2, h3, h4, z0, z1]
+        exchange_apply, spin, Fin.sum_univ_three, h1, h2, h3, h4, z0, z1] <;>
+      exact Or.inl (by norm_num)
 
 end
```
